# A Majorana operator commutes with an odd-length string of distinct modes containing its own, and anticommutes with an even-length one

Take finitely many complex d × d matrices γ_i obeying γ_iγ_j + γ_jγ_i = 2δ_ij; nothing else, not even Hermiticity, is assumed of them. The lemma `string_comm_of_mem` says that if S is the product of these operators along a list of ℓ distinct modes, and i is one of those modes, then γ_i S = (−1)^(ℓ+1) S γ_i. The proof is by induction on the list. If i is the first mode, it uses the earlier lemma for strings that do not contain i; otherwise it anticommutes γ_i past the first operator and applies the induction hypothesis to the rest.

As first written in Lean, the proof fails:

```lean
import Mathlib

open Matrix

namespace MajoranaStrings

variable {n d : ℕ}

/-- Majorana operators: `γ i` and `γ j` anticommute for `i ≠ j`, and each squares to one,
written as a single anticommutation relation. -/
def IsMajorana (γ : Fin n → Matrix (Fin d) (Fin d) ℂ) : Prop :=
  ∀ i j, γ i * γ j + γ j * γ i = if i = j then 2 else 0

/-- The Majorana string: the product of the operators along a list of modes, in order. -/
def majoranaString (γ : Fin n → Matrix (Fin d) (Fin d) ℂ) (l : List (Fin n)) :
    Matrix (Fin d) (Fin d) ℂ :=
  (l.map γ).prod

variable {γ : Fin n → Matrix (Fin d) (Fin d) ℂ}

/-- Moving a Majorana operator through a string that does not contain its mode gives one
sign per operator passed. -/
theorem string_comm_of_notMem (h : IsMajorana γ) {i : Fin n} {l : List (Fin n)}
    (hi : i ∉ l) :
    γ i * majoranaString γ l = (-1 : ℂ) ^ l.length • (majoranaString γ l * γ i) := by
  induction l with
  | nil => simp [majoranaString]
  | cons j t ih =>
    rw [List.mem_cons, not_or] at hi
    have a : γ i * γ j = -(γ j * γ i) :=
      eq_neg_of_add_eq_zero_left (by simpa [hi.1] using h i j)
    have e : majoranaString γ (j :: t) = γ j * majoranaString γ t := by
      simp [majoranaString]
    rw [e, ← mul_assoc, a, neg_mul, mul_assoc, ih hi.2, mul_smul_comm, List.length_cons,
      pow_succ, mul_assoc (γ j)]
    module

/-- Moving a Majorana operator through a string of distinct modes that contains its own mode
gives one sign fewer than the length of the string. -/
theorem string_comm_of_mem (h : IsMajorana γ) {i : Fin n} {l : List (Fin n)}
    (hl : l.Nodup) (hi : i ∈ l) :
    γ i * majoranaString γ l = (-1 : ℂ) ^ (l.length + 1) • (majoranaString γ l * γ i) := by
  induction l with
  | nil => simp at hi
  | cons j t ih =>
    rw [List.nodup_cons] at hl
    have e : majoranaString γ (j :: t) = γ j * majoranaString γ t := by
      simp [majoranaString]
    by_cases hij : i = j
    · -- the operator meets itself first and then passes the rest
      subst hij
      rw [e, string_comm_of_notMem h hl.1, mul_smul_comm, smul_mul_assoc, smul_smul,
        mul_assoc, ← string_comm_of_notMem h hl.1 |>.symm ▸ rfl]
    · have hit : i ∈ t := (List.mem_cons.mp hi).resolve_left hij
      have a : γ i * γ j = -(γ j * γ i) :=
        eq_neg_of_add_eq_zero_left (by simpa [hij] using h i j)
      rw [e, ← mul_assoc, a, neg_mul, mul_assoc, ih hl.2 hit, mul_smul_comm,
        List.length_cons, pow_succ _ (t.length + 1), mul_assoc (γ j)]
      module

end MajoranaStrings
```

Messages:

```
Main.lean:53:19: error: Invalid rewrite argument: Expected an equality or iff proof or definition name, but `?m.140` is a value of type
  ?m.139
Main.lean:53:21: error: invalid `▸` notation, the equality
  Eq.symm (string_comm_of_notMem h hl.left)
has type 
  (-1) ^ t.length • (majoranaString γ t * γ i) = γ i * majoranaString γ t
but neither side of the equality is mentioned in the type
  ?m.165 = ?m.165
```

What went wrong. Both messages concern the last item of the `rw` in the case where i comes first. There `▸` is asked to rewrite the type of `rfl` with the earlier lemma, but that type is still `?m.165 = ?m.165`, which mentions neither side of the lemma. The term therefore fails, and `rw` is left with an argument of unknown type instead of an equality.

Dropping that item would not have been enough. With S now the product over the tail `t`, the goal had γ_i S on the left and γ_i S γ_i on the right, and `string_comm_of_notMem` rewrote γ_i S in both. That left γ_i(Sγ_i) facing S(γ_iγ_i).

The repair first uses `mul_assoc (γ i) _ (γ i)` to bracket the right side as γ_i(Sγ_i), so the lemma acts only on the left. After `mul_smul_comm`, both sides are multiples of the same product. `List.length_cons` and two uses of `pow_succ` expose two extra factors of −1 on the right, and `module` checks that they cancel.

Fix (accepted with no message):

```diff
@@ -50,6 +50,7 @@
     · -- the operator meets itself first and then passes the rest
       subst hij
-      rw [e, string_comm_of_notMem h hl.1, mul_smul_comm, smul_mul_assoc, smul_smul,
-        mul_assoc, ← string_comm_of_notMem h hl.1 |>.symm ▸ rfl]
+      rw [e, mul_assoc (γ i) _ (γ i), string_comm_of_notMem h hl.1, mul_smul_comm,
+        List.length_cons, pow_succ, pow_succ]
+      module
     · have hit : i ∈ t := (List.mem_cons.mp hi).resolve_left hij
       have a : γ i * γ j = -(γ j * γ i) :=
```
